# The N × N principal minors of exp(−bh) sum to the canonical partition function of N free fermions on finitely many sites

Let \(h\) be a Hermitian one-particle Hamiltonian on a finite set of sites, with eigenvalues \(e_i\) counted with multiplicity. For every real \(b\) and every natural number \(N\),

\[
\sum_{|s|=N}\det\bigl(e^{-bh}\bigr)_{s,s}
=\sum_{|s|=N}\exp\Bigl(-b\sum_{i\in s}e_i\Bigr)=Z_N .
\]

On the left, \(s\) runs over sets of \(N\) sites, and the subscript selects the rows and columns in \(s\). On the right, \(s\) runs over sets of \(N\) energy modes. The letter \(b\) stands for the inverse temperature, usually written \(\beta=1/k_BT\).

Physically, both sides count the thermal weight of \(N\) non-interacting fermions. The left side does so by the sites they occupy, the right side by the energy levels they fill. In principle, the identity gives the canonical partition function without diagonalising \(h\), once \(e^{-bh}\) is known. On \(L\) sites, however, there are \(\binom{L}{N}\) minors to add, so the direct sum is practical only when this number is small.

In the code, `n` is the type of sites, not a particle number; a site label may include spin, and the site states are taken to be orthonormal. The purely algebraic steps hold for matrices over any commutative ring `R`.

```lean
import Mathlib

open Matrix Polynomial

namespace CanonicalFermionMinors

noncomputable section

variable {n R : Type*} [Fintype n] [DecidableEq n] [CommRing R]
```

## Minors in the site basis, energies in the mode basis

For a matrix \(A\) and a set \(s\) of sites, the principal minor is \(\det A_{s,s}\), the determinant of the block with rows and columns in \(s\). For the empty set it is \(1\).

```lean
/-- The principal minor of `A` on the set `s` of sites: the determinant of the block of `A`
with rows and columns in `s`. -/
def principalMinor (A : Matrix n n R) (s : Finset n) : R :=
  (A.submatrix (fun i : s => (i : n)) (fun i : s => (i : n))).det
```

Summing over all sets of size \(N\) gives the left side of the result. If \(N\) exceeds the number of sites, there are no such sets and the sum is zero.

```lean
/-- The sum of all `N` by `N` principal minors of `A`. -/
def minorSum (A : Matrix n n R) (N : ℕ) : R :=
  ∑ s ∈ Finset.univ.powersetCard N, principalMinor A s
```

The canonical sum is defined from the energies alone:

\[
Z_N=\sum_{|s|=N}\exp\Bigl(-b\sum_{i\in s}e_i\Bigr).
\]

Pauli exclusion enters through the use of sets: each mode is occupied at most once. That this sum is the trace of the Boltzmann operator over antisymmetric \(N\)-particle states is taken from many-body theory: for non-interacting particles, the Slater determinants of eigenmodes form an energy eigenbasis. The formal result starts from the sum itself.

```lean
/-- The canonical sum for `N` fermions in modes with energies `e`: each set of `N` distinct
modes contributes the Boltzmann factor of its total energy. -/
def canonicalZ (e : n → ℝ) (b : ℝ) (N : ℕ) : ℝ :=
  ∑ s ∈ Finset.univ.powersetCard N, Real.exp (-b * ∑ i ∈ s, e i)
```

## A minor as a full determinant

To compare minors of different sets, write each as a determinant of full size. Keep the rows of \(A\) with index in \(s\), and replace every other row by the matching row of the identity:

\[
M_{ij}=\begin{cases}A_{ij}, & i\in s,\\ \delta_{ij}, & i\notin s.\end{cases}
\]

If \(i\notin s\) and \(j\in s\), then \(i\ne j\) and \(M_{ij}=0\). With the sites of \(s\) listed first, \(M\) is block triangular,

\[
M=\begin{pmatrix}A_{s,s} & *\\ 0 & 1\end{pmatrix},
\qquad \det M=\det A_{s,s}\cdot 1 .
\]

The lemma `Matrix.twoBlockTriangular_det` supplies the factorisation; `h1` and `h2` identify the two diagonal blocks.

```lean
/-- Replacing each row of `A` outside `s` by the matching row of the identity gives a matrix whose
determinant is the principal minor of `A` on `s`. -/
theorem det_identity_outside (A : Matrix n n R) (s : Finset n) :
    (Matrix.of fun i j => if i ∈ s then A i j else (1 : Matrix n n R) i j).det
      = principalMinor A s := by
  set M : Matrix n n R :=
    Matrix.of fun i j => if i ∈ s then A i j else (1 : Matrix n n R) i j with hM
  -- the rows outside `s` vanish on the columns in `s`
  have h := Matrix.twoBlockTriangular_det M (fun i => i ∈ s) (by
    intro i hi j hj
    have hij : i ≠ j := fun h => hi (h ▸ hj)
    simp [hM, hi, Matrix.one_apply_ne hij])
  have h1 : Matrix.toSquareBlockProp M (fun i => ¬ i ∈ s) = 1 := by
    ext i j
    have hi := i.2
    simp [hM, Matrix.toSquareBlockProp, hi, Matrix.one_apply, Subtype.ext_iff]
  have h2 : Matrix.toSquareBlockProp M (fun i => i ∈ s)
      = A.submatrix (fun i : s => (i : n)) (fun i : s => (i : n)) := by
    ext i j
    have hi := i.2
    simp [hM, Matrix.toSquareBlockProp, hi]
  rw [h, h1, Matrix.det_one, mul_one, h2]
  unfold principalMinor
  congr!
```

## Expanding det(1 + tA) row by row

Row \(i\) of \(1+tA\) is the sum of row \(i\) of \(tA\) and row \(i\) of the identity. The determinant is linear in each row, so it expands into one term for every set \(s\) of rows in which \(tA\) is chosen. By the previous step, that term is the principal minor of \(tA\) on \(s\), and each of its \(|s|\) rows yields a factor \(t\):

\[
\det(1+tA)=\sum_s \det(tA)_{s,s}=\sum_s t^{|s|}\det A_{s,s}.
\]

In Lean, `map_add_univ` performs the multilinear expansion, with `piecewise` recording the choice made in each row.

```lean
/-- The determinant of `1 + t A` is the sum over all sets of sites of the principal minor
of `A`, weighted by `t` to the number of sites in the set. -/
theorem det_one_add_smul_eq_sum (A : Matrix n n R) (t : R) :
    (1 + t • A).det = ∑ s : Finset n, t ^ s.card * principalMinor A s := by
  -- expand each row of the sum by multilinearity
  have h := (Matrix.detRowAlternating (R := R) (n := n)).toMultilinearMap.map_add_univ
    (fun i j => t * A i j) (fun i j => (1 : Matrix n n R) i j)
  rw [add_comm]
  refine Eq.trans h (Finset.sum_congr rfl fun s _ => ?_)
  have hp : s.piecewise (fun i j => t * A i j) (fun i j => (1 : Matrix n n R) i j)
      = fun i j => if i ∈ s then (t • A) i j else (1 : Matrix n n R) i j := by
    funext i j
    by_cases hi : i ∈ s <;> simp [hi]
  rw [hp]
  refine (det_identity_outside (t • A) s).trans ?_
  unfold principalMinor
  rw [Matrix.submatrix_smul, Pi.smul_apply, Pi.smul_apply, Matrix.det_smul, Fintype.card_coe]
```

Now let \(t\) be a formal variable \(X\). The sets with \(|s|=N\) are exactly those that contribute to the power \(X^N\), so

\[
\sum_{|s|=N}\det A_{s,s}=[X^N]\det(1+XA),
\]

where \([X^N]\) denotes the coefficient of \(X^N\). The map `C` regards the entries of \(A\) as constant polynomials, and `hC` states that taking a minor commutes with this.

```lean
/-- The sum of the `N` by `N` principal minors of `A` is the coefficient of `X ^ N` in the
determinant of `1 + X A`. -/
theorem minorSum_eq_coeff (A : Matrix n n R) (N : ℕ) :
    minorSum A N = ((1 + (X : R[X]) • A.map C).det).coeff N := by
  have hC : ∀ s : Finset n, principalMinor (A.map C) s = C (principalMinor A s) :=
    fun s => (RingHom.map_det C _).symm
  have hf : (Finset.univ : Finset n).powersetCard N
      = Finset.univ.filter (fun s : Finset n => s.card = N) := by
    ext s
    simp [Finset.mem_powersetCard]
  rw [det_one_add_smul_eq_sum, Polynomial.finsetSum_coeff, minorSum, hf, Finset.sum_filter]
  refine Finset.sum_congr rfl fun s _ => ?_
  rw [hC, mul_comm, Polynomial.coeff_C_mul, Polynomial.coeff_X_pow]
  by_cases hs : s.card = N
  · simp [hs]
  · simp [hs, Ne.symm hs]
```

## Independence of the one-particle basis

An individual minor can depend on the basis, but the sum does not. Let \(PQ=1\). Then

\[
1+X\,PAQ=P(1+XA)Q,
\]

and therefore

\[
\det(1+X\,PAQ)=\det P\,\det(1+XA)\,\det Q=\det(1+XA),
\]

because \(\det P\det Q=\det(PQ)=1\). Comparing coefficients of \(X^N\) gives equal minor sums for \(PAQ\) and \(A\). In the code, `h2` is the factorisation, and the last rewrite brings the determinants of \(P\) and \(Q\) together.

```lean
/-- The sum of the `N` by `N` principal minors does not depend on the one-particle basis:
it is the same for `A` and for `P A Q` when `Q` is the inverse of `P`. -/
theorem minorSum_basis_change (A P Q : Matrix n n R) (hPQ : P * Q = 1) (N : ℕ) :
    minorSum (P * A * Q) N = minorSum A N := by
  have h1 : P.map (C : R →+* R[X]) * Q.map (C : R →+* R[X]) = 1 := by
    rw [← Matrix.map_mul, hPQ]
    simp
  have h2 : 1 + (X : R[X]) • (P * A * Q).map C
      = P.map C * (1 + (X : R[X]) • A.map C) * Q.map C := by
    rw [Matrix.map_mul, Matrix.map_mul, mul_add, add_mul, mul_one, h1,
      Matrix.mul_smul, Matrix.smul_mul]
  rw [minorSum_eq_coeff, minorSum_eq_coeff, h2, Matrix.det_mul, Matrix.det_mul,
    mul_right_comm, ← Matrix.det_mul, h1, Matrix.det_one, one_mul]
```

In a basis where the matrix is diagonal, with entries \(d_i\), each block is again diagonal, and

\[
\det\bigl(\operatorname{diag}(d)\bigr)_{s,s}=\prod_{i\in s}d_i .
\]

```lean
omit [Fintype n] in
/-- A principal minor of a diagonal matrix is the product of its diagonal entries on the
chosen set. -/
theorem principalMinor_diagonal (d : n → R) (s : Finset n) :
    principalMinor (Matrix.diagonal d) s = ∏ i ∈ s, d i := by
  unfold principalMinor
  rw [Matrix.submatrix_diagonal d _ Subtype.val_injective, Matrix.det_diagonal]
  exact Finset.prod_coe_sort s d
```

## The Boltzmann matrix in its eigenbasis

The spectral theorem gives a unitary \(U\) with \(h=U\operatorname{diag}(e_i)U^*\). Multiplying by \(-b\) and inserting the result in the exponential series, where each matrix product \(U^*U\) between neighbouring factors is \(1\), yields

\[
e^{-bh}=U\operatorname{diag}\bigl(e^{-be_i}\bigr)U^* .
\]

Here `NormedSpace.exp` is the matrix exponential, not an entrywise one. The hypothesis `h.IsHermitian` provides the real energies `hh.eigenvalues` and the unitary `hh.eigenvectorUnitary`. In the proof, `key` diagonalises the exponent, `Matrix.exp_conj` moves the exponential inside the change of basis, and `he` evaluates it on the diagonal, entry by entry.

```lean
/-- In the eigenbasis of a Hermitian `h`, the operator `exp (-b h)` is diagonal with the
Boltzmann factors of the eigenvalues as entries. -/
theorem boltzmann_spectral {h : Matrix n n ℂ} (hh : h.IsHermitian) (b : ℝ) :
    NormedSpace.exp (-(b : ℂ) • h) = (hh.eigenvectorUnitary : Matrix n n ℂ)
      * Matrix.diagonal (fun i => (Real.exp (-b * hh.eigenvalues i) : ℂ))
      * star (hh.eigenvectorUnitary : Matrix n n ℂ) := by
  set U : Matrix n n ℂ := (hh.eigenvectorUnitary : Matrix n n ℂ) with hUdef
  have hU : U * star U = 1 := Matrix.mem_unitaryGroup_iff.mp hh.eigenvectorUnitary.2
  have hinv : U⁻¹ = star U := Matrix.inv_eq_right_inv hU
  have hunit : IsUnit U := ⟨⟨U, star U, hU, mul_eq_one_comm.mp hU⟩, rfl⟩
  have hs : h = U * Matrix.diagonal (fun i => (hh.eigenvalues i : ℂ)) * star U :=
    hh.spectral_theorem.trans (Unitary.conjStarAlgAut_apply _ _)
  have key : -(b : ℂ) • h
      = U * Matrix.diagonal (fun i => -(b : ℂ) * (hh.eigenvalues i : ℂ)) * U⁻¹ := by
    have hd : Matrix.diagonal (fun i => -(b : ℂ) * (hh.eigenvalues i : ℂ))
        = -(b : ℂ) • Matrix.diagonal (fun i => (hh.eigenvalues i : ℂ)) := by
      ext i j
      by_cases hij : i = j <;> simp [hij]
    rw [hd, hinv, Matrix.mul_smul, Matrix.smul_mul]
    exact congrArg (fun A => -(b : ℂ) • A) hs
  -- exponentiate in the eigenbasis, entry by entry
  have he : NormedSpace.exp (fun i => -(b : ℂ) * (hh.eigenvalues i : ℂ))
      = fun i => (Real.exp (-b * hh.eigenvalues i) : ℂ) := by
    funext i
    have hi := NormedSpace.map_exp (Pi.evalRingHom (fun _ : n => ℂ) i) (continuous_apply i)
      (fun i => -(b : ℂ) * (hh.eigenvalues i : ℂ))
    refine Eq.trans hi ?_
    rw [← Complex.exp_eq_exp_ℂ]
    simp
  rw [key, Matrix.exp_conj _ _ hunit, Matrix.exp_diagonal, he, hinv]
```

## From minors to the canonical sum

Basis independence with \(P=U\) and \(Q=U^*\) removes the unitary. The diagonal formula then turns each minor into a product of Boltzmann factors:

\[
\sum_{|s|=N}\det\bigl(e^{-bh}\bigr)_{s,s}
=\sum_{|s|=N}\prod_{i\in s}e^{-be_i}
=\sum_{|s|=N}\exp\Bigl(-b\sum_{i\in s}e_i\Bigr).
\]

The theorem `minorSum_boltzmann` states this for every Hermitian complex matrix `h`, every real `b` of either sign, and every natural `N`. The minors are complex numbers in Lean, so the real number `canonicalZ hh.eigenvalues b N` is read as a complex one; in particular, the minor sum is real. Eigenvalues are labelled by the same type `n` as the sites, but this labelling pairs no site with a mode: the two sums agree as wholes, but in general not term by term.

```lean
/-- For a Hermitian one-particle matrix `h`, the sum of all `N` by `N` principal minors of
`exp (-b h)` is the canonical `N`-fermion sum over the eigenvalues of `h`. -/
theorem minorSum_boltzmann {h : Matrix n n ℂ} (hh : h.IsHermitian) (b : ℝ) (N : ℕ) :
    minorSum (NormedSpace.exp (-(b : ℂ) • h)) N = (canonicalZ hh.eigenvalues b N : ℂ) := by
  rw [boltzmann_spectral hh b, minorSum_basis_change _ _ _
    (Matrix.mem_unitaryGroup_iff.mp hh.eigenvectorUnitary.2)]
  unfold minorSum canonicalZ
  rw [Complex.ofReal_sum]
  refine Finset.sum_congr rfl fun s _ => ?_
  -- the Boltzmann factor of a total energy is a product over the occupied modes
  rw [principalMinor_diagonal, Finset.mul_sum, Real.exp_sum, Complex.ofReal_prod]
```

Two sites joined by a real hopping amplitude \(J\) show the difference. With

\[
h=\begin{pmatrix}0&-J\\-J&0\end{pmatrix},\qquad
e^{-bh}=\begin{pmatrix}\cosh bJ&\sinh bJ\\ \sinh bJ&\cosh bJ\end{pmatrix},
\]

the energies are \(\pm J\). For \(N=1\), both minors are \(\cosh bJ\), while the mode weights are \(e^{bJ}\) and \(e^{-bJ}\); both pairs sum to \(2\cosh bJ\). For \(N=2\), the single minor is \(\cosh^2 bJ-\sinh^2 bJ=1\), the weight of two filled levels with total energy zero.

## Collecting all particle numbers

Let \(z\) be the fugacity, which is \(e^{b\mu}\) for a chemical potential \(\mu\). Setting \(t=z\) and \(A=e^{-bh}\) in the row expansion, and grouping the sets by size, gives

\[
\det\bigl(1+z\,e^{-bh}\bigr)=\sum_{N=0}^{L}z^N Z_N ,
\]

where \(L\) is the number of sites, `Fintype.card n` in the code. The theorem allows any complex \(z\). Taking \(z=e^{i\varphi_k}\) with \(\varphi_k=2\pi k/(L+1)\) and \(k=0,\dots,L\), one can therefore select a single \(Z_N\) with \(0\le N\le L\) by a discrete Fourier sum: multiply each determinant by \(e^{-iN\varphi_k}\), add, and divide by \(L+1\). This takes \(L+1\) determinants instead of \(\binom{L}{N}\) minors. In the proof, `Finset.sum_powerset` does the grouping, and `minorSum_boltzmann` identifies each group with \(Z_N\).

```lean
/-- For Hermitian `h` and any complex fugacity `z`, the determinant of `1 + z exp (-b h)` is
the sum of `z ^ N` times the canonical `N`-fermion sum, with `N` from zero to the number of
sites. -/
theorem grandCanonical_det {h : Matrix n n ℂ} (hh : h.IsHermitian) (b : ℝ) (z : ℂ) :
    (1 + z • NormedSpace.exp (-(b : ℂ) • h)).det
      = ∑ N ∈ Finset.range (Fintype.card n + 1),
          z ^ N * (canonicalZ hh.eigenvalues b N : ℂ) := by
  rw [det_one_add_smul_eq_sum, ← Finset.powerset_univ, Finset.sum_powerset, Finset.card_univ]
  refine Finset.sum_congr rfl fun N _ => ?_
  rw [← minorSum_boltzmann hh b N, minorSum, Finset.mul_sum]
  refine Finset.sum_congr rfl fun s hs => ?_
  rw [(Finset.mem_powersetCard.mp hs).2]

end

end CanonicalFermionMinors
```

```lean
#print axioms CanonicalFermionMinors.minorSum_boltzmann
-- 'CanonicalFermionMinors.minorSum_boltzmann' depends on axioms: [propext, Classical.choice, Quot.sound]
#print axioms CanonicalFermionMinors.grandCanonical_det
-- 'CanonicalFermionMinors.grandCanonical_det' depends on axioms: [propext, Classical.choice, Quot.sound]
```
